# Coulomb-metric density fitting in one common space never raises the exchange sum of a positive semidefinite density matrix

Let $\chi_m$ be finitely many real basis functions and $r_{mk}=\chi_m\chi_k$ their pair densities. The Coulomb repulsion of two pair densities is written as an inner product, $\langle r_{mk},r_{ls}\rangle=(mk|ls)$, and $\|x\|^2=\langle x,x\rangle$ is the self-repulsion of a density $x$. For a real density matrix $D$ of one spin, the exchange sum is

$$X(D,r)=\sum_{mkls}D_{ml}D_{ks}\langle r_{mk},r_{ls}\rangle .$$

The exchange energy of that spin is $-\tfrac12X(D,r)$, so a lower bound on $X$ is an upper bound on the energy.

Density fitting replaces each $r_{mk}$ by a combination of auxiliary functions spanning a space $U$. Choosing the combination that minimises the self-repulsion of the residual gives the orthogonal projection $Pr_{mk}$ onto $U$. The question is in which direction this changes the exchange sum. If $D$ is positive semidefinite, then

$$X(D,Pr)\le X(D,r).$$

Take a Hartree–Fock or global-hybrid calculation with a finite real basis, real orbitals and nonnegative occupations. If all pair densities are fitted in this way in one common space $U$, the fitted exchange energy therefore lies at or above the unfitted one when both are evaluated with the same density matrix. The sign of the change in the total energy stays open if the Coulomb term is fitted too, because projecting the total electron density onto a fitting space can only lower the Coulomb energy at a fixed density matrix.

## Exchange as a sum of squares

Suppose first that $D=CC^{\mathsf T}$, with orbital coefficients in the columns of $C$. The pair density of orbitals $i$ and $j$ is $\varphi_{ij}=\sum_{mk}C_{mi}C_{kj}r_{mk}$, and

$$\sum_{ij}\|\varphi_{ij}\|^2=\sum_{mkls}\Big(\sum_iC_{mi}C_{li}\Big)\Big(\sum_jC_{kj}C_{sj}\Big)\langle r_{mk},r_{ls}\rangle=X(D,r).$$

Every positive semidefinite $D$ has such a factor: diagonalise $D=W\Lambda W^{\mathsf T}$ with $W$ orthogonal and $\Lambda\ge0$ diagonal, and take $C=W\Lambda^{1/2}$. Hence $X(D,r)\ge0$ for any vectors $r_{mk}$.

Next, split $x=Px+(x-Px)$, and $y$ likewise. Residuals are orthogonal to $U$, so the cross terms vanish:

$$\langle x,y\rangle=\langle Px,Py\rangle+\langle x-Px,y-Py\rangle .$$

Setting $x=r_{mk}$ and $y=r_{ls}$, multiplying by $D_{ml}D_{ks}$ and summing gives

$$X(D,r)=X(D,Pr)+X(D,r-Pr).$$

The last term is nonnegative, which proves the bound.

## Larger fitting spaces and exact fits

Let $U\subseteq V$, with projections $P_U$ and $P_V$. Both $r_{mk}-P_Ur_{mk}$ and $r_{mk}-P_Vr_{mk}$ are orthogonal to $U$, and so is their difference $P_Vr_{mk}-P_Ur_{mk}$. Since $P_Ur_{mk}$ lies in $U$, it is the projection of $P_Vr_{mk}$ onto $U$. Applying the bound to the vectors $P_Vr_{mk}$ gives $X(D,P_Ur)\le X(D,P_Vr)$.

For $D=CC^{\mathsf T}$, linearity of $P$ turns the fitting error into

$$X(D,r)-X(D,Pr)=\sum_{ij}\|\varphi_{ij}-P\varphi_{ij}\|^2 .$$

It vanishes exactly when every $\varphi_{ij}$ lies in $U$. The individual $r_{mk}$ need not lie there.

## The objects in Lean

```lean
import Mathlib

open Matrix

namespace FittedExchange

noncomputable section

variable {n o E : Type*} [Fintype n] [Fintype o]
  [NormedAddCommGroup E] [InnerProductSpace ℝ E]
```

The finite types `n` and `o` label basis functions and orbitals. `E` is the space of densities, not an energy. It is any real inner-product space, so the step left to the reader is that the Coulomb integral really is an inner product on the densities in use, in particular that it is positive definite.

```lean
/-- The exchange sum `∑ D_ml D_ks ⟨r_mk, r_ls⟩` of a density matrix `D` and pair densities `r`,
with the inner product as the electron repulsion. -/
def exchange (D : Matrix n n ℝ) (r : n → n → E) : ℝ :=
  ∑ m, ∑ k, ∑ l, ∑ s, D m l * D k s * inner ℝ (r m k) (r l s)
```

This is $X(D,r)$ with the same index order. The vectors `r m k` are arbitrary: neither a product form nor the symmetry $r_{mk}=r_{km}$ is assumed.

```lean
/-- Density fitting: each pair density is replaced by its orthogonal projection onto the
fitting space `U`. -/
def fit (U : Submodule ℝ E) [FiniteDimensional ℝ U] (r : n → n → E) : n → n → E :=
  fun m k => U.starProjection (r m k)
```

`U.starProjection` is the orthogonal projection $P$, regarded as a map from `E` to itself. All pairs share one fitting space and the metric is that of the exchange integrals, so overlap-metric fits and local fits with pair-dependent auxiliary sets fall under a different description.

```lean
/-- The pair density of orbitals `i` and `j`, whose coefficients are columns of `C`. -/
def orbitalPair (C : Matrix n o ℝ) (r : n → n → E) (i j : o) : E :=
  ∑ m, ∑ k, (C m i * C k j) • r m k
```

This is $\varphi_{ij}$. The columns of `C` need not be orthonormal.

## From orbital pairs to nonnegativity

```lean
/-- For a density matrix `C Cᵀ`, the exchange sum is the sum of the squared norms of all
orbital pair densities. -/
theorem exchange_eq_sum_norm_sq (C : Matrix n o ℝ) (r : n → n → E) :
    exchange (C * Cᵀ) r = ∑ i, ∑ j, ‖orbitalPair C r i j‖ ^ 2 := by
  -- expand each squared norm into a fourfold sum
  have h : ∀ i j, ‖orbitalPair C r i j‖ ^ 2 = ∑ m, ∑ k, ∑ l, ∑ s,
      (C m i * C k j) * (C l i * C s j) * inner ℝ (r m k) (r l s) := by
    intro i j
    rw [← real_inner_self_eq_norm_sq]
    unfold orbitalPair
    rw [sum_inner]
    refine Finset.sum_congr rfl fun m _ => ?_
    rw [sum_inner]
    refine Finset.sum_congr rfl fun k _ => ?_
    rw [inner_sum]
    refine Finset.sum_congr rfl fun l _ => ?_
    rw [inner_sum]
    refine Finset.sum_congr rfl fun s _ => ?_
    rw [real_inner_smul_left, real_inner_smul_right]
    ring
  -- move the orbital sums inside the basis-function sums
  have swap : ∀ F : o → o → n → ℝ,
      ∑ i, ∑ j, ∑ m, F i j m = ∑ m, ∑ i, ∑ j, F i j m := by
    intro F
    calc ∑ i, ∑ j, ∑ m, F i j m = ∑ i, ∑ m, ∑ j, F i j m :=
          Finset.sum_congr rfl fun i _ => Finset.sum_comm
      _ = _ := Finset.sum_comm
  simp only [h]
  unfold exchange
  rw [swap]
  refine Finset.sum_congr rfl fun m _ => ?_
  rw [swap]
  refine Finset.sum_congr rfl fun k _ => ?_
  rw [swap]
  refine Finset.sum_congr rfl fun l _ => ?_
  rw [swap]
  refine Finset.sum_congr rfl fun s _ => ?_
  rw [Matrix.mul_apply, Matrix.mul_apply, Finset.sum_mul_sum, Finset.sum_mul]
  refine Finset.sum_congr rfl fun i _ => ?_
  rw [Finset.sum_mul]
  refine Finset.sum_congr rfl fun j _ => ?_
  simp only [Matrix.transpose_apply]
  ring
```

The step `h` expands each squared norm by bilinearity. The step `swap` carries the two orbital sums past one basis-function sum, and four uses bring them innermost. There, `Finset.sum_mul_sum` matches them with the product of the two entries of $CC^{\mathsf T}$.

```lean
/-- A real positive semidefinite density matrix can be written as `C Cᵀ`. -/
theorem exists_orbitals {D : Matrix n n ℝ} (hD : D.PosSemidef) :
    ∃ C : Matrix n n ℝ, D = C * Cᵀ := by
  classical
  have hH : D.IsHermitian := hD.1
  let U : Matrix n n ℝ := hH.eigenvectorUnitary
  have hU : U * Uᵀ = 1 := by
    have h := Matrix.mem_unitaryGroup_iff.mp hH.eigenvectorUnitary.2
    rwa [Matrix.star_eq_conjTranspose, Matrix.conjTranspose_eq_transpose_of_trivial] at h
  have hDU : D * U = U * diagonal hH.eigenvalues := by
    ext m j
    have h := congrFun (hH.mulVec_eigenvectorBasis j) m
    rw [Matrix.mul_diagonal, mul_comm (U m j)]
    exact h
  have hs : diagonal (fun i => √(hH.eigenvalues i)) * diagonal (fun i => √(hH.eigenvalues i))
      = diagonal hH.eigenvalues := by
    rw [Matrix.diagonal_mul_diagonal]
    congr 1
    funext i
    exact Real.mul_self_sqrt (hD.eigenvalues_nonneg i)
  -- scale each eigenvector by the square root of its eigenvalue
  refine ⟨U * diagonal (fun i => √(hH.eigenvalues i)), ?_⟩
  calc D = D * (U * Uᵀ) := by rw [hU, Matrix.mul_one]
    _ = U * diagonal hH.eigenvalues * Uᵀ := by rw [← Matrix.mul_assoc, hDU]
    _ = _ := by
      rw [← hs, Matrix.transpose_mul, Matrix.diagonal_transpose]
      simp only [Matrix.mul_assoc]
```

`PosSemidef` includes the symmetry of $D$. Within this proof `U` is the eigenvector matrix, called $W$ above, and not a fitting space. `hU` is its orthogonality, `hDU` the eigenvalue equation and `hs` the identity $\Lambda^{1/2}\Lambda^{1/2}=\Lambda$.

```lean
/-- The exchange sum of a positive semidefinite density matrix is nonnegative. -/
theorem exchange_nonneg {D : Matrix n n ℝ} (hD : D.PosSemidef) (r : n → n → E) :
    0 ≤ exchange D r := by
  obtain ⟨C, rfl⟩ := exists_orbitals hD
  rw [exchange_eq_sum_norm_sq]
  positivity
```

The factorisation turns the exchange sum into a sum of squares, which `positivity` recognises as nonnegative.

## The bound and its consequences

```lean
/-- Exact exchange is fitted exchange plus the exchange sum of the fitting residuals,
for any real matrix `D`. -/
theorem exchange_eq_fit_add_residual (D : Matrix n n ℝ) (U : Submodule ℝ E)
    [FiniteDimensional ℝ U] (r : n → n → E) :
    exchange D r = exchange D (fit U r) + exchange D (fun m k => r m k - fit U r m k) := by
  -- residuals are orthogonal to fitted densities, so the cross terms vanish
  have key : ∀ x y : E, inner ℝ x y = inner ℝ (U.starProjection x) (U.starProjection y)
      + inner ℝ (x - U.starProjection x) (y - U.starProjection y) := by
    intro x y
    have h1 := U.starProjection_inner_eq_zero x _ (U.starProjection_apply_mem y)
    have h2 := U.starProjection_inner_eq_zero y _ (U.starProjection_apply_mem x)
    rw [real_inner_comm] at h2
    simp only [inner_sub_left, inner_sub_right] at h1 h2 ⊢
    linarith
  simp only [exchange, fit, ← Finset.sum_add_distrib]
  refine Finset.sum_congr rfl fun m _ => Finset.sum_congr rfl fun k _ =>
    Finset.sum_congr rfl fun l _ => Finset.sum_congr rfl fun s _ => ?_
  rw [key (r m k) (r l s)]
  ring
```

The statement `key` is the splitting of $\langle x,y\rangle$. Its ingredients `h1` and `h2` say that each residual is orthogonal to the other vector's projection. No positivity is used, so the identity holds for every real $D$.

```lean
/-- Fitted exchange is a lower bound: for a positive semidefinite density matrix, projecting
the pair densities onto a finite-dimensional fitting space never raises the exchange sum. -/
theorem fitted_exchange_le {D : Matrix n n ℝ} (hD : D.PosSemidef) (U : Submodule ℝ E)
    [FiniteDimensional ℝ U] (r : n → n → E) :
    exchange D (fit U r) ≤ exchange D r := by
  have h := exchange_nonneg hD (fun m k => r m k - fit U r m k)
  linarith [exchange_eq_fit_add_residual D U r]
```

This is the main inequality, obtained by applying nonnegativity to the residuals.

```lean
/-- For a positive semidefinite density matrix, enlarging the fitting space never lowers the
fitted exchange sum. -/
theorem fitted_exchange_mono {D : Matrix n n ℝ} (hD : D.PosSemidef) {U V : Submodule ℝ E}
    [FiniteDimensional ℝ U] [FiniteDimensional ℝ V] (hUV : U ≤ V) (r : n → n → E) :
    exchange D (fit U r) ≤ exchange D (fit V r) := by
  -- fitting in `V` first does not change the fit in `U`
  have h : fit U (fit V r) = fit U r := by
    funext m k
    refine Submodule.eq_starProjection_of_mem_of_inner_eq_zero
      (U.starProjection_apply_mem _) fun w hw => ?_
    have h1 := U.starProjection_inner_eq_zero (r m k) w hw
    have h2 := V.starProjection_inner_eq_zero (r m k) w (hUV hw)
    simp only [fit, inner_sub_left] at h1 h2 ⊢
    linarith
  rw [← h]
  exact fitted_exchange_le hD U (fit V r)
```

Here `h` is $P_UP_Vr=P_Ur$. It is proved by checking that $P_Ur_{mk}$ lies in $U$ and differs from $P_Vr_{mk}$ by a vector orthogonal to $U$.

```lean
/-- For a density matrix `C Cᵀ`, fitted exchange is exact if and only if every orbital pair
density lies in the fitting space. -/
theorem fitted_exchange_eq_iff (C : Matrix n o ℝ) (U : Submodule ℝ E)
    [FiniteDimensional ℝ U] (r : n → n → E) :
    exchange (C * Cᵀ) (fit U r) = exchange (C * Cᵀ) r ↔ ∀ i j, orbitalPair C r i j ∈ U := by
  have hres : ∀ i j, orbitalPair C (fun m k => r m k - fit U r m k) i j
      = orbitalPair C r i j - U.starProjection (orbitalPair C r i j) := by
    intro i j
    simp only [orbitalPair, fit, map_sum, map_smul, smul_sub, Finset.sum_sub_distrib]
  have h := exchange_eq_fit_add_residual (C * Cᵀ) U r
  rw [exchange_eq_sum_norm_sq C (fun m k => r m k - fit U r m k)] at h
  simp only [hres] at h
  constructor
  · intro heq i j
    -- a vanishing sum of squares has vanishing terms
    have h0 : ∑ i, ∑ j, ‖orbitalPair C r i j - U.starProjection (orbitalPair C r i j)‖ ^ 2
        = 0 := by linarith
    have h1 := (Finset.sum_eq_zero_iff_of_nonneg
      (fun i _ => Finset.sum_nonneg fun j _ => sq_nonneg _)).mp h0 i (Finset.mem_univ i)
    have h2 := (Finset.sum_eq_zero_iff_of_nonneg
      (fun j _ => sq_nonneg _)).mp h1 j (Finset.mem_univ j)
    have h3 := sub_eq_zero.mp (norm_eq_zero.mp (pow_eq_zero_iff two_ne_zero |>.mp h2))
    rw [h3]
    exact U.starProjection_apply_mem _
  · intro hmem
    have h0 : ∀ i j, U.starProjection (orbitalPair C r i j) = orbitalPair C r i j :=
      fun i j => Submodule.starProjection_eq_self_iff.mpr (hmem i j)
    simp only [h0, sub_self, norm_zero, ne_eq, OfNat.ofNat_ne_zero, not_false_eq_true,
      zero_pow, Finset.sum_const_zero, add_zero] at h
    exact h.symm
```

`hres` says that the orbital pair density built from residuals is the residual of the orbital pair density. In the forward direction, a zero sum of nonnegative terms forces each term to vanish, so $\varphi_{ij}=P\varphi_{ij}\in U$. In the reverse direction, every residual is zero and the two exchange sums agree.

```lean
/-- For the indefinite matrix `diag(1, -1)`, a single nonzero pair density `r_01 = 1` and the
zero fitting space, fitted exchange lies strictly above exact exchange. -/
theorem indefinite_counterexample :
    exchange !![1, 0; 0, -1] (![![0, 1], ![0, 0]] : Fin 2 → Fin 2 → ℝ)
      < exchange !![1, 0; 0, -1] (fit (⊥ : Submodule ℝ ℝ) ![![0, 1], ![0, 0]]) := by
  simp [exchange, fit, Fin.sum_univ_two]

end

end FittedExchange
```

Symmetry of $D$ alone is not enough for the bound. With $D=\mathrm{diag}(1,-1)$ and $r_{01}=1$ as the only nonzero entry, the exact sum is $D_{00}D_{11}=-1$, while projection onto the zero space gives $0$. These vectors are not products of basis functions, since $r_{00}=\chi_0^2=0$ would force $r_{01}=0$. The bound also fails for true pair densities with the same $D$: let $U$ be spanned by $\chi_0^2$ and $\chi_1^2$, and let $\chi_0\chi_1$ lie outside $U$. Only $r_{01}=r_{10}$ then has a residual, and the fitted sum exceeds the exact one by $2\|r_{01}-Pr_{01}\|^2>0$.

```lean
#print axioms FittedExchange.fitted_exchange_le
#print axioms FittedExchange.fitted_exchange_mono
#print axioms FittedExchange.fitted_exchange_eq_iff
#print axioms FittedExchange.indefinite_counterexample
```

```
'FittedExchange.fitted_exchange_le' depends on axioms: [propext, Classical.choice, Quot.sound]
'FittedExchange.fitted_exchange_mono' depends on axioms: [propext, Classical.choice, Quot.sound]
'FittedExchange.fitted_exchange_eq_iff' depends on axioms: [propext, Classical.choice, Quot.sound]
'FittedExchange.indefinite_counterexample' depends on axioms: [propext, Classical.choice, Quot.sound]
```
